# Under mass action, an $m$-fold native acceptor with $m\ge 2$ holds carrier growth to the $m$-th root of the donor density

The Fermi level is eliminated here, and the electron density $n$ is the unknown. This works when the electrons are nondegenerate. With band edge $E_c$, effective density of states $N_c$ and thermal energy $k_BT$,

$$n = N_c\,e^{(E_F-E_c)/k_BT}.$$

A native acceptor of charge $-m$ has formation energy $E_0-m(E_F-E_c)$, where $E_0$ is its value with the Fermi level $E_F$ at the band edge. With $N_s$ sites per volume, its dilute equilibrium density is

$$N_s\,e^{-[E_0-m(E_F-E_c)]/k_BT}=A\,n^m,\qquad A=\frac{N_s}{N_c^m}\,e^{-E_0/k_BT}.$$

The theorems start from a constant $A>0$, which stands for the temperature, the chemical potentials of the atoms and the defect energetics, all held fixed while the doping changes.

```lean
import Mathlib

open Filter Topology

namespace SelfCompensation
```

In `acceptorDensity`, the charge number `m` is a natural number, and the densities are real numbers in any consistent unit.

```lean
/-- Mass-action density of a native acceptor of charge `-m` at carrier density `n`,
with mass-action constant `A`. -/
def acceptorDensity (A : ℝ) (m : ℕ) (n : ℝ) : ℝ := A * n ^ m
```

## Charge balance

Let $D$ be the density of donors, each singly ionised. Neutrality equates their charge with that of the electrons and the acceptors:

$$n+mA\,n^m=D,\qquad n>0.$$

`IsNeutral A m D n` says exactly this. Holes, un-ionised donors, other defects and other charge states of the acceptor are left out.

```lean
/-- The positive carrier density `n` balances the charge: carriers plus `m` electrons on each
native acceptor add up to the donor density `D`. -/
def IsNeutral (A : ℝ) (m : ℕ) (D n : ℝ) : Prop :=
  0 < n ∧ n + m * acceptorDensity A m n = D
```

## More donors, more carriers

Take two neutral states $(D_1,n_1)$ and $(D_2,n_2)$. If $n_1<n_2$, then $n_1^m\le n_2^m$, and adding the two contributions gives $D_1<D_2$. If instead $n_2\le n_1$, the same comparison gives $D_2\le D_1$. Hence $n_1<n_2$ exactly when $D_1<D_2$.

In the proof, `gcongr` carries the inequality between powers over to the acceptor charge, and `linarith` adds the electron term.

```lean
/-- Of two neutral states, the one with more carriers is the one with more donors. -/
theorem carrier_lt_iff {A : ℝ} {m : ℕ} (hA : 0 < A) {D₁ D₂ n₁ n₂ : ℝ}
    (h₁ : IsNeutral A m D₁ n₁) (h₂ : IsNeutral A m D₂ n₂) : n₁ < n₂ ↔ D₁ < D₂ := by
  obtain ⟨p₁, e₁⟩ := h₁
  obtain ⟨p₂, e₂⟩ := h₂
  unfold acceptorDensity at e₁ e₂
  constructor
  · intro h
    have hp : n₁ ^ m ≤ n₂ ^ m := pow_le_pow_left₀ p₁.le h.le m
    have hq : (m : ℝ) * (A * n₁ ^ m) ≤ m * (A * n₂ ^ m) := by gcongr
    linarith
  · intro h
    by_contra hc
    have hle : n₂ ≤ n₁ := not_lt.1 hc
    have hp : n₂ ^ m ≤ n₁ ^ m := pow_le_pow_left₀ p₂.le hle m
    have hq : (m : ℝ) * (A * n₂ ^ m) ≤ m * (A * n₁ ^ m) := by gcongr
    linarith
```

## One carrier density for each doping level

The total negative charge $f(x)=x+mA\,x^m$ is continuous, with $f(0)=0$ and $f(D)\ge D$. By the intermediate value theorem, $f(x)=D$ for some $x\in[0,D]$, and $x\neq0$ because $D>0$. A second solution would be larger or smaller than $x$, and the ordering just shown would then give $D<D$.

The proof follows this order: `intermediate_value_Icc` supplies the root, and `lt_trichotomy` splits the uniqueness argument into cases.

```lean
/-- Every positive donor density has exactly one neutral carrier density. -/
theorem existsUnique_carrier {A : ℝ} (m : ℕ) (hA : 0 < A) {D : ℝ} (hD : 0 < D) :
    ∃! n, IsNeutral A m D n := by
  have hcont : ContinuousOn (fun x : ℝ => x + m * (A * x ^ m)) (Set.Icc 0 D) := by
    fun_prop
  have h0 : (0 : ℝ) + m * (A * 0 ^ m) = 0 := by
    rcases m with _ | k <;> simp
  have hT : 0 ≤ (m : ℝ) * (A * D ^ m) := by positivity
  -- the total negative charge runs from 0 to at least D on the interval [0, D]
  obtain ⟨x, hx, hxe⟩ := intermediate_value_Icc hD.le hcont
    (show D ∈ Set.Icc ((0 : ℝ) + m * (A * 0 ^ m)) (D + m * (A * D ^ m)) from
      ⟨by rw [h0]; exact hD.le, by linarith⟩)
  have hxe' : x + m * (A * x ^ m) = D := hxe
  have hx0 : x ≠ 0 := by
    intro h
    rw [h, h0] at hxe'
    exact hD.ne hxe'
  have hxn : IsNeutral A m D x := ⟨lt_of_le_of_ne hx.1 hx0.symm, hxe'⟩
  refine ⟨x, hxn, fun y hy => ?_⟩
  rcases lt_trichotomy y x with h | h | h
  · exact absurd ((carrier_lt_iff hA hy hxn).1 h) (lt_irrefl D)
  · exact h
  · exact absurd ((carrier_lt_iff hA hxn hy).1 h) (lt_irrefl D)
```

## A ceiling at finite doping

For $m\ge1$, since $n>0$, neutrality gives $mA\,n^m=D-n<D$. Dividing by $mA$ and taking the $m$-th root,

$$n<\left(\frac{D}{mA}\right)^{1/m}.$$

The root is a real power in Lean, and `Real.pow_rpow_inv_natCast` identifies $(n^m)^{1/m}$ with $n$.

```lean
/-- For `m ≥ 1`, at every doping level the carrier density lies below `(D / (m A)) ^ (1 / m)`. -/
theorem carrier_lt_ceiling {A : ℝ} {m : ℕ} (hA : 0 < A) (hm : m ≠ 0) {D n : ℝ}
    (h : IsNeutral A m D n) : n < (D / (m * A)) ^ (1 / (m : ℝ)) := by
  obtain ⟨hp, he⟩ := h
  unfold acceptorDensity at he
  have hm' : (0 : ℝ) < m := by exact_mod_cast Nat.pos_of_ne_zero hm
  have hlt : n ^ m < D / (m * A) := by
    rw [lt_div_iff₀ (mul_pos hm' hA)]
    linarith
  have hr := Real.rpow_lt_rpow (pow_nonneg hp.le m) hlt (one_div_pos.2 hm')
  have hroot : (n ^ m) ^ (1 / (m : ℝ)) = n := by
    rw [one_div, Real.pow_rpow_inv_natCast hp.le hm]
  rwa [hroot] at hr
```

## Carriers still increase without bound

From here on, $n(D)$ is any function that solves neutrality at every $D>0$; its values at other arguments play no role. Given a target $M$, put $K=\max(M,1)$. The density $K$ is neutral at doping $K+mA\,K^m$, so for every $D$ at or above that doping the ordering gives $n(D)\ge K\ge M$. Thus $n(D)\to\infty$.

```lean
/-- The carrier density grows without bound as the donor density does. -/
theorem carrier_tendsto_atTop {A : ℝ} {m : ℕ} (hA : 0 < A) {n : ℝ → ℝ}
    (hn : ∀ D, 0 < D → IsNeutral A m D (n D)) : Tendsto n atTop atTop := by
  refine tendsto_atTop.2 fun M => ?_
  have hM : 0 < max M 1 := lt_max_of_lt_right one_pos
  -- compare with the neutral state that has carrier density max M 1
  have hT : IsNeutral A m (max M 1 + m * acceptorDensity A m (max M 1)) (max M 1) :=
    ⟨hM, rfl⟩
  filter_upwards [eventually_gt_atTop 0,
    eventually_ge_atTop (max M 1 + m * acceptorDensity A m (max M 1))] with D hD hle
  by_contra h
  have hlt : n D < max M 1 := lt_of_lt_of_le (not_le.1 h) (le_max_left _ _)
  exact absurd ((carrier_lt_iff hA (hn D hD) hT).1 hlt) (not_lt.2 hle)
```

## The doping efficiency vanishes

Factoring $n$ out of the neutrality condition gives $D=n\,(1+mA\,n^{m-1})$, so

$$\frac nD=\frac{1}{1+mA\,n^{m-1}}.$$

For $m\ge2$ the exponent $m-1$ is at least one. The denominator therefore diverges with $n$, and $n/D\to0$.

The proof first establishes the limit of the right-hand side. It then uses `congr'` to transfer it to $n/D$, since the two expressions agree for all $D>0$.

```lean
/-- For a multiply charged acceptor the doping efficiency `n / D` vanishes at high doping. -/
theorem efficiency_tendsto_zero {A : ℝ} {m : ℕ} (hA : 0 < A) (hm : 2 ≤ m) {n : ℝ → ℝ}
    (hn : ∀ D, 0 < D → IsNeutral A m D (n D)) :
    Tendsto (fun D => n D / D) atTop (𝓝 0) := by
  have hm' : (0 : ℝ) < m := by exact_mod_cast (show 0 < m by omega)
  have hpow : Tendsto (fun D => n D ^ (m - 1)) atTop atTop :=
    (tendsto_pow_atTop (show m - 1 ≠ 0 by omega)).comp (carrier_tendsto_atTop hA hn)
  have hden : Tendsto (fun D => 1 + m * A * n D ^ (m - 1)) atTop atTop :=
    tendsto_atTop_add_const_left _ 1 (hpow.const_mul_atTop (mul_pos hm' hA))
  -- neutrality gives n / D = 1 / (1 + m A n^(m-1))
  refine (tendsto_inv_atTop_zero.comp hden).congr' ?_
  filter_upwards [eventually_gt_atTop 0] with D hD
  obtain ⟨hp, he⟩ := hn D hD
  have hs : n D ^ m = n D ^ (m - 1) * n D := by
    rw [← pow_succ, Nat.sub_add_cancel (show 1 ≤ m by omega)]
  rw [acceptorDensity, hs] at he
  have hq : 0 < 1 + m * A * n D ^ (m - 1) := by positivity
  show (1 + m * A * n D ^ (m - 1))⁻¹ = n D / D
  rw [eq_div_iff hD.ne', inv_mul_eq_iff_eq_mul₀ hq.ne']
  linear_combination -he
```

The share of donor charge taken up by the acceptors is what remains:

$$\frac{mA\,n^m}{D}=1-\frac nD\longrightarrow1.$$

```lean
/-- For a multiply charged acceptor the fraction of donor charge taken up by the acceptors
tends to one at high doping. -/
theorem compensation_tendsto_one {A : ℝ} {m : ℕ} (hA : 0 < A) (hm : 2 ≤ m) {n : ℝ → ℝ}
    (hn : ∀ D, 0 < D → IsNeutral A m D (n D)) :
    Tendsto (fun D => m * acceptorDensity A m (n D) / D) atTop (𝓝 1) := by
  have h := (efficiency_tendsto_zero hA hm hn).const_sub 1
  rw [sub_zero] at h
  refine h.congr' ?_
  filter_upwards [eventually_gt_atTop 0] with D hD
  have he := (hn D hD).2
  rw [eq_div_iff hD.ne', sub_mul, div_mul_cancel₀ _ hD.ne']
  linear_combination -he
```

## The $m$-th-root law

Dividing the last limit by $mA$ gives $n^m/D\to1/(mA)$. The $m$-th root is continuous, so

$$\frac{n}{D^{1/m}}=\left(\frac{n^m}{D}\right)^{1/m}\longrightarrow(mA)^{-1/m}.$$

`self_compensation` has two parts, both for $A>0$ and $m\ge2$. The first says that each positive $D$ has exactly one neutral $n$, so a function $n(D)$ as described above exists. The second says that every such function has the two limits $n/D\to0$ and $n/D^{1/m}\to(mA)^{-1/m}$. In the proof, `rpow_const` takes the root of the limit, and the remaining lines match the two ways of writing each side.

The limit $D\to\infty$ is taken within the model. In a real material, degenerate statistics or interactions between defects may set in before the asymptotic regime is reached.

```lean
/-- Self-compensation by a native `m`-fold acceptor, `m ≥ 2`: each positive donor density fixes one
carrier density `n`, and at high doping `n / D → 0` and `n / D ^ (1/m) → (m A) ^ (-1/m)`. -/
theorem self_compensation {A : ℝ} {m : ℕ} (hA : 0 < A) (hm : 2 ≤ m) :
    (∀ D, 0 < D → ∃! n, IsNeutral A m D n) ∧
    ∀ n : ℝ → ℝ, (∀ D, 0 < D → IsNeutral A m D (n D)) →
      Tendsto (fun D => n D / D) atTop (𝓝 0) ∧
      Tendsto (fun D => n D / D ^ (1 / (m : ℝ))) atTop
        (𝓝 ((m * A) ^ (-(1 / (m : ℝ))))) := by
  refine ⟨fun D hD => existsUnique_carrier m hA hD, fun n hn =>
    ⟨efficiency_tendsto_zero hA hm hn, ?_⟩⟩
  have hm0 : m ≠ 0 := by omega
  have hm' : (0 : ℝ) < m := by exact_mod_cast Nat.pos_of_ne_zero hm0
  have hmA : 0 < (m : ℝ) * A := mul_pos hm' hA
  -- n^m / D tends to 1 / (m A); then take the m-th root
  have h := ((compensation_tendsto_one hA hm hn).div_const (m * A)).rpow_const
    (p := 1 / (m : ℝ)) (Or.inr (one_div_pos.2 hm').le)
  have hlim : (1 / ((m : ℝ) * A)) ^ (1 / (m : ℝ)) = (m * A) ^ (-(1 / (m : ℝ))) := by
    rw [Real.rpow_neg hmA.le, one_div ((m : ℝ) * A), Real.inv_rpow hmA.le]
  rw [hlim] at h
  refine h.congr' ?_
  filter_upwards [eventually_gt_atTop 0] with D hD
  have hp := (hn D hD).1
  have e : m * acceptorDensity A m (n D) / D / (m * A) = n D ^ m / D := by
    unfold acceptorDensity
    field_simp
  rw [e, Real.div_rpow (pow_nonneg hp.le m) hD.le, one_div,
    Real.pow_rpow_inv_natCast hp.le hm0]
```

## A singly charged acceptor

For $m=1$ neutrality is linear, $(1+A)\,n=D$, so $n/D=1/(1+A)$ at every doping level. This is a positive constant, so the efficiency does not vanish and the condition $m\ge2$ is needed.

```lean
/-- For a singly charged acceptor the doping efficiency is `1 / (1 + A)` at every doping
level. -/
theorem efficiency_single_charge {A D n : ℝ} (hA : 0 < A) (h : IsNeutral A 1 D n) :
    n / D = 1 / (1 + A) := by
  obtain ⟨hp, he⟩ := h
  have he' : n + A * n = D := by simpa [acceptorDensity] using he
  have hD : 0 < D := by
    rw [← he']
    positivity
  have hA1 : 0 < 1 + A := by positivity
  rw [div_eq_div_iff hD.ne' hA1.ne']
  linear_combination he'

end SelfCompensation
```

```lean
#print axioms SelfCompensation.carrier_lt_ceiling
#print axioms SelfCompensation.self_compensation
#print axioms SelfCompensation.efficiency_single_charge
```

```
'SelfCompensation.carrier_lt_ceiling' depends on axioms: [propext, Classical.choice, Quot.sound]
'SelfCompensation.self_compensation' depends on axioms: [propext, Classical.choice, Quot.sound]
'SelfCompensation.efficiency_single_charge' depends on axioms: [propext, Classical.choice, Quot.sound]
```

## Numbers for a doubly charged acceptor

Take $m=2$ and $A=1$ in reduced units. Then $2n^2+n=D$ has the positive root $n=(\sqrt{1+8D}-1)/4$.

| $D$ | $n$ | $n/D$ | $n/\sqrt D$ |
|---|---|---|---|
| 3 | 1 | 0.333 | 0.577 |
| 210 | 10 | 0.048 | 0.690 |
| 20100 | 100 | 0.005 | 0.705 |

The last column approaches $1/\sqrt2\approx0.707$. At $D=210$ there are 100 acceptors, which take up 200 of the 210 units of donor charge, and the ceiling is $\sqrt{105}\approx10.25$.

## In a defect calculation

A typical workflow takes formation energies from supercell calculations, converts them to concentrations and solves charge neutrality numerically for the Fermi level. With nondegenerate electrons, negligible holes, fully ionised single donors whose density $D$ is prescribed, and one acceptor charge state as the only other charged defect, the results above give such a solver a test case: the root in $n$ is unique and lies between $0$ and the smaller of $D$ and $(D/(mA))^{1/m}$, which brackets it for bisection. The Fermi level then follows from $E_F=E_c+k_BT\ln(n/N_c)$. At high doping, a plot of $\ln n$ against $\ln D$ should approach a straight line of slope $1/m$.
